# With energies 0, 0, −2, no chemical potential selects one particle, and the biconjugate there is −1

Take a system that holds zero, one or two particles, with energies $E(0)=0$, $E(1)=0$ and $E(2)=-2$. At chemical potential $\mu$, the three values of $E(K)-\mu K$ are $0$, $-\mu$ and $-2-2\mu$. For $K=1$ to be lowest, the comparison with $K=0$ requires $\mu\ge 0$, and the comparison with $K=2$ requires $\mu\le -2$. No $\mu$ does both.

Now try to recover $E(1)$ from the minimum over $K$ by adding back $\mu\cdot 1$:

| $\mu$ | $E(K)-\mu K$ for $K=0,1,2$ | minimum | minimum $+\,\mu$ |
|---|---|---|---|
| $-2$ | $0,\ 2,\ 2$ | $0$ | $-2$ |
| $-1$ | $0,\ 1,\ 0$ | $0$ | $-1$ |
| $0$ | $0,\ 0,\ -2$ | $-2$ | $-2$ |

The best value over all real $\mu$ is $-1$, reached where zero and two particles are degenerate. It is the mean of $E(0)$ and $E(2)$, and it lies below $E(1)=0$.

## The maximum for three charge states

For particle numbers $K=0,\dots,M$, define the zero-temperature grand potential and the dual energy at $N$ by

$$g(\mu)=\min_{0\le K\le M}\bigl(E(K)-\mu K\bigr),\qquad D_N(\mu)=g(\mu)+\mu N .$$

The supremum of $D_N$ over real $\mu$ is the Legendre-Fenchel biconjugate at $N$. For $M=2$,

$$\max_\mu D_1(\mu)=\min\Bigl(E(1),\ \tfrac{E(0)+E(2)}{2}\Bigr).$$

With $U=E(0)+E(2)-2E(1)$, the energy $E(1)$ is recovered when $U\ge 0$ and lost when $U<0$. The opening example has $U=-2$.

## Charge-state scans and searches for a target particle number

A code that tabulates energies for a finite list of charge states and keeps the lowest $E(K)-\mu K$ at each $\mu$ never reports a negative-$U$ middle state as stable, however fine the grid in $\mu$. In the same zero-temperature model, a search that adjusts $\mu$ until the minimiser has $N=1$ cannot succeed for the energies $0,0,-2$: the minimiser jumps from zero to two particles at $\mu=-1$. The minimum $g(\mu)$ (defined above) does not determine $E(1)$ here: raising $E(1)$ further leaves $g$ unchanged at every $\mu$.

## From chords to chemical potentials

Say that $\mu$ selects $N\le M$ if $E(N)-\mu N\le E(K)-\mu K$ for every $K\le M$. Ties are allowed.

**The chord condition is necessary.** Let $\mu$ select $N$, and let $a<N<b\le M$. Multiply the inequality for $K=a$ by $b-N$, multiply the one for $K=b$ by $N-a$, and add. The coefficient of $-\mu$ is $(b-a)N$ on the left and $(b-N)a+(N-a)b=(b-a)N$ on the right, so $\mu$ cancels:

$$(b-a)E(N)\le (b-N)E(a)+(N-a)E(b).$$

This says that $E(N)$ lies on or below the chord from $a$ to $b$.

**The chord condition is sufficient.** Suppose it holds for all such $a,b$, and first let $N>0$. Set

$$\mu=\max_{a<N}\frac{E(N)-E(a)}{N-a},$$

and let $c$ attain the maximum. For $K<N$, the definition gives $E(N)-E(K)\le\mu(N-K)$, which is the required inequality. For $K>N$, use the chord from $c$ to $K$ and split $K-c=(K-N)+(N-c)$:

$$(K-N)\bigl(E(N)-E(c)\bigr)\le (N-c)\bigl(E(K)-E(N)\bigr).$$

The left side is $(N-c)\,\mu\,(K-N)$. Dividing by $N-c>0$ gives $\mu(K-N)\le E(K)-E(N)$, as required. The case $K=N$ is an equality.

If $N=0$, there is no smaller particle number and the chord condition is empty. Any $\mu$ no larger than all the slopes $(E(b)-E(0))/b$ with $1\le b\le M$ selects $N=0$.

**The dual energy.** Since $K=N$ is among the candidates in the minimum, $g(\mu)\le E(N)-\mu N$, so $D_N(\mu)\le E(N)$ for every $\mu$. Equality at some $\mu$ means $g(\mu)=E(N)-\mu N$, which is the statement that $\mu$ selects $N$.

**Three charge states.** For $M=2$ and $N=1$, the three candidates give

$$D_1(\mu)\le E(0)+\mu,\qquad D_1(\mu)\le E(1),\qquad D_1(\mu)\le E(2)-\mu .$$

Averaging the first and third gives $D_1(\mu)\le (E(0)+E(2))/2$. At $\mu=(E(2)-E(0))/2$ the first and third bounds both equal this mean. As $D_1(\mu)$ is the smallest of the three bounds, it equals the stated minimum there.

**The jump.** For the energies $0,0,-2$, selecting $N=0$ requires $\mu\le 0$ and $\mu\le -1$, hence $\mu\le -1$. Selecting $N=2$ requires $\mu\ge -1$ and $\mu\ge -2$, hence $\mu\ge -1$.

**Neighbours are not enough.** A stability test that compares $N$ only with $N\pm1$ can pass a state that no $\mu$ selects. Take energies $0,5,3,2$ for $K=0,1,2,3$. At $N=2$ the neighbour test passes, because $2\cdot 3\le 5+2$. The chord from $0$ to $3$ has height $4/3$ at $N=2$, below $E(2)=3$, so the state is never selected.

## The Lean file

```lean
import Mathlib

namespace NegativeUDuality

noncomputable section

/-- The zero-temperature grand potential: the minimum of `E K - μ K` over the particle
numbers `K = 0, …, M`. -/
def grandPotential (M : ℕ) (E : ℕ → ℝ) (μ : ℝ) : ℝ :=
  (Finset.range (M + 1)).inf' (Finset.nonempty_range_iff.mpr (Nat.succ_ne_zero M))
    (fun K => E K - μ * (K : ℝ))

/-- The grand potential at `μ`, converted back to an energy at particle number `N`. -/
def dualEnergy (M : ℕ) (E : ℕ → ℝ) (N : ℕ) (μ : ℝ) : ℝ :=
  grandPotential M E μ + μ * (N : ℝ)

/-- The Legendre-Fenchel biconjugate of the energy at particle number `N`: the supremum of the dual
energy over all chemical potentials, for `N ≤ M`. For `N > M` the dual energy is unbounded above and
`sSup` returns 0. -/
def biconjugate (M : ℕ) (E : ℕ → ℝ) (N : ℕ) : ℝ :=
  sSup (Set.range (dualEnergy M E N))

/-- The chemical potential `μ` selects `N` if `N` minimises `E K - μ K` among
the particle numbers `0, …, M`. -/
def IsSelected (M : ℕ) (E : ℕ → ℝ) (μ : ℝ) (N : ℕ) : Prop :=
  N ≤ M ∧ ∀ K ≤ M, E N - μ * (N : ℝ) ≤ E K - μ * (K : ℝ)

/-- Energies of a negative-U centre: `E 0 = 0`, `E 1 = 0`, `E 2 = -2`
(only particle numbers up to two are used). -/
def negativeU (K : ℕ) : ℝ := if K = 2 then -2 else 0

/-- A number is at most the grand potential exactly when it is at most `E K - μ K` for every allowed
particle number. -/
theorem le_grandPotential_iff (M : ℕ) (E : ℕ → ℝ) (μ c : ℝ) :
    c ≤ grandPotential M E μ ↔ ∀ K ≤ M, c ≤ E K - μ * (K : ℝ) := by
  unfold grandPotential
  rw [Finset.le_inf'_iff]
  constructor
  · intro h K hK
    exact h K (Finset.mem_range.mpr (by omega))
  · intro h K hK
    have hK' := Finset.mem_range.mp hK
    exact h K (by omega)

/-- Some chemical potential selects `N` exactly when the energy at `N` lies on or below every chord
joining a smaller and a larger particle number, both at most `M`. -/
theorem exists_selected_iff_chords (M N : ℕ) (E : ℕ → ℝ) (hN : N ≤ M) :
    (∃ μ, IsSelected M E μ N) ↔ ∀ a b : ℕ, a < N → N < b → b ≤ M →
      ((b : ℝ) - a) * E N ≤ ((b : ℝ) - N) * E a + ((N : ℝ) - a) * E b := by
  constructor
  · rintro ⟨μ, _, h⟩ a b ha hb hbM
    have h1 := h a (by omega)
    have h2 := h b hbM
    have ha' : (a : ℝ) < N := by exact_mod_cast ha
    have hb' : (N : ℝ) < b := by exact_mod_cast hb
    -- the weighted sum of the two inequalities no longer contains μ
    nlinarith [mul_nonneg (sub_nonneg.2 hb'.le) (sub_nonneg.2 h1),
      mul_nonneg (sub_nonneg.2 ha'.le) (sub_nonneg.2 h2)]
  · intro h
    rcases Nat.eq_zero_or_pos N with rfl | hpos
    · -- for the empty system μ is the smallest of 0 (the quotient at b = 0) and the upward slopes
      obtain ⟨c, _, hmin⟩ := Finset.exists_min_image (Finset.range (M + 1))
        (fun b : ℕ => (E b - E 0) / (b : ℝ)) ⟨0, Finset.mem_range.mpr (Nat.succ_pos M)⟩
      refine ⟨(E c - E 0) / (c : ℝ), hN, fun K hK => ?_⟩
      rcases Nat.eq_zero_or_pos K with rfl | hK0
      · exact le_rfl
      · have hK' : (0 : ℝ) < K := by exact_mod_cast hK0
        have h1 : (E c - E 0) / (c : ℝ) ≤ (E K - E 0) / (K : ℝ) :=
          hmin K (Finset.mem_range.mpr (by omega))
        rw [le_div_iff₀ hK'] at h1
        rw [Nat.cast_zero, mul_zero]
        linarith
    · -- otherwise the largest slope from below serves as μ
      obtain ⟨c, hc, hmax⟩ := Finset.exists_max_image (Finset.range N)
        (fun a : ℕ => (E N - E a) / ((N : ℝ) - a)) ⟨0, Finset.mem_range.mpr hpos⟩
      have hcN : c < N := Finset.mem_range.mp hc
      have hcR : (0 : ℝ) < (N : ℝ) - c := sub_pos.2 (by exact_mod_cast hcN)
      obtain ⟨μ, hμ⟩ : ∃ μ : ℝ, μ = (E N - E c) / ((N : ℝ) - c) := ⟨_, rfl⟩
      have hμc : μ * ((N : ℝ) - c) = E N - E c := by
        rw [hμ]
        exact div_mul_cancel₀ _ hcR.ne'
      refine ⟨μ, hN, fun K hK => ?_⟩
      rcases lt_trichotomy K N with hlt | heq | hgt
      · have hKR : (0 : ℝ) < (N : ℝ) - K := sub_pos.2 (by exact_mod_cast hlt)
        have h1 : (E N - E K) / ((N : ℝ) - K) ≤ μ := by
          rw [hμ]
          exact hmax K (Finset.mem_range.mpr hlt)
        rw [div_le_iff₀ hKR] at h1
        nlinarith
      · rw [heq]
      · have h1 := h c K hcN hgt hK
        have h2 : ((N : ℝ) - c) * (μ * ((K : ℝ) - N)) = ((K : ℝ) - N) * (E N - E c) := by
          linear_combination ((K : ℝ) - N) * hμc
        have h3 : ((N : ℝ) - c) * (μ * ((K : ℝ) - N)) ≤ ((N : ℝ) - c) * (E K - E N) := by
          rw [h2]
          nlinarith
        have h4 := le_of_mul_le_mul_left h3 hcR
        nlinarith

/-- The dual energy at `N` has the true energy `E N` as its maximum exactly when some chemical
potential selects `N`. -/
theorem dual_attains_energy_iff (M N : ℕ) (E : ℕ → ℝ) (hN : N ≤ M) :
    IsGreatest (Set.range (dualEnergy M E N)) (E N) ↔ ∃ μ, IsSelected M E μ N := by
  have ub : ∀ μ, dualEnergy M E N μ ≤ E N := by
    intro μ
    have h := (le_grandPotential_iff M E μ _).mp le_rfl N hN
    unfold dualEnergy
    linarith
  constructor
  · rintro ⟨⟨μ, hμ⟩, _⟩
    refine ⟨μ, hN, fun K hK => ?_⟩
    have h := (le_grandPotential_iff M E μ _).mp le_rfl K hK
    unfold dualEnergy at hμ
    linarith
  · rintro ⟨μ, _, h⟩
    refine ⟨⟨μ, le_antisymm (ub μ) ?_⟩, ?_⟩
    · have h1 := (le_grandPotential_iff M E μ _).mpr h
      unfold dualEnergy
      linarith
    · rintro _ ⟨ν, rfl⟩
      exact ub ν

/-- For three charge states, the maximum of the dual energy at `N = 1` is the smaller of `E 1`
and the mean of `E 0` and `E 2`. -/
theorem three_state_dual (E : ℕ → ℝ) :
    IsGreatest (Set.range (dualEnergy 2 E 1)) (min (E 1) ((E 0 + E 2) / 2)) := by
  have ub : ∀ μ, dualEnergy 2 E 1 μ ≤ min (E 1) ((E 0 + E 2) / 2) := by
    intro μ
    have h := (le_grandPotential_iff 2 E μ _).mp le_rfl
    have h0 := h 0 (by norm_num)
    have h1 := h 1 (by norm_num)
    have h2 := h 2 (by norm_num)
    push_cast at h0 h1 h2
    unfold dualEnergy
    push_cast
    exact le_min (by linarith) (by linarith)
  -- at this chemical potential the states with zero and two particles are degenerate
  have key : ∀ m : ℝ, m ≤ E 1 → m ≤ (E 0 + E 2) / 2 →
      m ≤ dualEnergy 2 E 1 ((E 2 - E 0) / 2) := by
    intro m h1 h2
    have h : m - (E 2 - E 0) / 2 ≤ grandPotential 2 E ((E 2 - E 0) / 2) := by
      rw [le_grandPotential_iff]
      intro K hK
      interval_cases K <;> push_cast <;> linarith
    unfold dualEnergy
    push_cast
    linarith
  refine ⟨⟨(E 2 - E 0) / 2, le_antisymm (ub _) ?_⟩, ?_⟩
  · exact key _ (min_le_left _ _) (min_le_right _ _)
  · rintro _ ⟨μ, rfl⟩
    exact ub μ

/-- For the energies 0, 0, -2 no chemical potential selects one particle, and the biconjugate
at `N = 1` equals -1, which is below `E 1`. -/
theorem negativeU_duality_gap :
    (∀ μ, ¬ IsSelected 2 negativeU μ 1) ∧
      biconjugate 2 negativeU 1 = -1 ∧ biconjugate 2 negativeU 1 < negativeU 1 := by
  have e0 : negativeU 0 = 0 := by simp [negativeU]
  have e1 : negativeU 1 = 0 := by simp [negativeU]
  have e2 : negativeU 2 = -2 := by simp [negativeU]
  have hb : biconjugate 2 negativeU 1 = -1 := by
    have h : biconjugate 2 negativeU 1 =
        min (negativeU 1) ((negativeU 0 + negativeU 2) / 2) :=
      (three_state_dual negativeU).csSup_eq
    rw [h, e0, e1, e2, min_eq_right (by norm_num)]
    norm_num
  refine ⟨?_, hb, ?_⟩
  · -- stability against 0 needs μ ≥ 0, stability against 2 needs μ ≤ -2
    intro μ h
    have h0 := h.2 0 (by norm_num)
    have h2 := h.2 2 (by norm_num)
    rw [e1, e0] at h0
    rw [e1, e2] at h2
    push_cast at h0 h2
    linarith
  · rw [hb, e1]
    norm_num

/-- For the energies 0, 0, -2 the empty state is selected exactly for `μ ≤ -1` and the
two-particle state exactly for `μ ≥ -1`. -/
theorem negativeU_two_particle_jump (μ : ℝ) :
    (IsSelected 2 negativeU μ 0 ↔ μ ≤ -1) ∧ (IsSelected 2 negativeU μ 2 ↔ -1 ≤ μ) := by
  have e0 : negativeU 0 = 0 := by simp [negativeU]
  have e1 : negativeU 1 = 0 := by simp [negativeU]
  have e2 : negativeU 2 = -2 := by simp [negativeU]
  refine ⟨⟨fun h => ?_, fun h => ⟨by norm_num, fun K hK => ?_⟩⟩,
    ⟨fun h => ?_, fun h => ⟨le_rfl, fun K hK => ?_⟩⟩⟩
  · have h2 := h.2 2 (by norm_num)
    rw [e0, e2] at h2
    push_cast at h2
    linarith
  · interval_cases K <;> simp only [e0, e1, e2] <;> push_cast <;> linarith
  · have h0 := h.2 0 (by norm_num)
    rw [e0, e2] at h0
    push_cast at h0
    linarith
  · interval_cases K <;> push_cast <;> linarith

end

end NegativeUDuality
```

```lean
#print axioms NegativeUDuality.exists_selected_iff_chords
#print axioms NegativeUDuality.dual_attains_energy_iff
#print axioms NegativeUDuality.negativeU_duality_gap
#print axioms NegativeUDuality.negativeU_two_particle_jump
```

```
'NegativeUDuality.exists_selected_iff_chords' depends on axioms: [propext, Classical.choice, Quot.sound]
'NegativeUDuality.dual_attains_energy_iff' depends on axioms: [propext, Classical.choice, Quot.sound]
'NegativeUDuality.negativeU_duality_gap' depends on axioms: [propext, Classical.choice, Quot.sound]
'NegativeUDuality.negativeU_two_particle_jump' depends on axioms: [propext, Classical.choice, Quot.sound]
```

## How the statements map to the physics

The energies are a function `E : ℕ → ℝ`, of which only the values up to `M` matter. `grandPotential M E μ` is $g(\mu)$, `dualEnergy M E N μ` is $D_N(\mu)$, and `biconjugate M E N` is the supremum of $D_N$ over all real $\mu$. `IsSelected M E μ N` includes the condition `N ≤ M` and permits ties, so at $\mu=-1$ both zero and two particles are selected in the example.

- `exists_selected_iff_chords` is the chord criterion, for any `M` and any `N ≤ M`.
- `dual_attains_energy_iff` says that $E(N)$ is the maximum of $D_N$ exactly when some $\mu$ selects $N$.
- `three_state_dual` gives the maximum at $N=1$ for arbitrary energies of three charge states. `IsGreatest` means that the value is attained and bounds all the others.
- `negativeU_duality_gap` and `negativeU_two_particle_jump` concern the energies $0,0,-2$.

The energies are inputs: no Hamiltonian, geometry relaxation or finite-temperature occupation enters. The chemical potential ranges over all real numbers, whereas a defect calculation may restrict it to a band gap. Particle numbers are integers, and for more than three charge states the file gives no formula for the biconjugate of an unselected state.

## How the proofs follow the derivation

`le_grandPotential_iff` turns a lower bound on the finite minimum into one inequality for each particle number. The proofs of `dual_attains_energy_iff` and `three_state_dual` use it in both directions: to bound $g(\mu)$ by each candidate, and to bound it from below.

In `exists_selected_iff_chords`, the first `nlinarith` call receives the two weighted inequalities whose sum eliminates $\mu$. For the converse, `Finset.exists_max_image` supplies the particle number $c$ with the largest slope from below, and `lt_trichotomy` separates $K<N$, $K=N$ and $K>N$. In the last case, `h3` is the chord inequality after splitting $K-c$, and `le_of_mul_le_mul_left` divides by $N-c$. For $N=0$, the list of slopes also contains $b=0$, whose quotient Lean evaluates as $0$; the chosen $\mu$ is therefore the smallest number among $0$ and the upward slopes, which is still low enough.

`dual_attains_energy_iff` first proves the upper bound `ub`, then translates equality into selection and back. `three_state_dual` has its own `ub` from the three candidates. Its step `key` checks them one by one with `interval_cases` at the degeneracy point.

`negativeU_duality_gap` obtains the supremum from that attained maximum through `csSup_eq` and inserts the energies. It excludes $N=1$ by the two incompatible inequalities of the opening example. In `negativeU_two_particle_jump`, comparing zero with two particles gives each bound on $\mu$, and a check of all three particle numbers gives the converse.
